# The Boltzmann operator of a finite-dimensional Hamiltonian is diagonal in an energy eigenbasis

For a Hermitian matrix `H` on a finite-dimensional space and any real β, `boltzmann_eq` states that exp(−βH) is diagonal in an orthonormal eigenbasis of `H`, with the Boltzmann factors exp(−βEᵢ) as its entries. In matrix form, exp(−βH) = U diag(exp(−βEᵢ)) U†, where the columns of U are the eigenvectors and the Eᵢ their energies. The operator is unnormalised: it is not divided by the partition function. The attempt writes −βH as a diagonal matrix conjugated by U, moves the exponential inside the conjugation, and then compares the diagonal entries one by one.

The failing Lean file:

```lean
import Mathlib

open Matrix

namespace JarzynskiOpenSystem

noncomputable section

variable {n κ : Type*} [Fintype n] [DecidableEq n] [Fintype κ]
variable {H H0 H1 : Matrix n n ℂ}

/-- The Boltzmann operator `exp(-βH)`. -/
def boltzmann (β : ℝ) (H : Matrix n n ℂ) : Matrix n n ℂ :=
  NormedSpace.exp ((-(β : ℂ)) • H)

/-- The unitary matrix whose columns are energy eigenvectors of `H`. -/
def eigenframe (h : H.IsHermitian) : Matrix n n ℂ := (h.eigenvectorUnitary : Matrix n n ℂ)

/-- The operator that is diagonal in the energy eigenbasis of `H`, with entries `c`. -/
def inEigenbasis (h : H.IsHermitian) (c : n → ℂ) : Matrix n n ℂ :=
  eigenframe h * diagonal c * (eigenframe h)ᴴ

/-- The Hamiltonian is diagonal in its eigenbasis, with the energies as entries. -/
theorem inEigenbasis_eigenvalues (h : H.IsHermitian) :
    inEigenbasis h (fun i => (h.eigenvalues i : ℂ)) = H :=
  (h.spectral_theorem.trans (by simp only [Unitary.conjStarAlgAut_apply]; rfl)).symm

/-- The Boltzmann operator is diagonal in the energy eigenbasis, with the Boltzmann factors
as entries. -/
theorem boltzmann_eq (β : ℝ) (h : H.IsHermitian) :
    boltzmann β H = inEigenbasis h (fun i => ((Real.exp (-β * h.eigenvalues i) : ℝ) : ℂ)) := by
  have hU : (eigenframe h)ᴴ * eigenframe h = 1 :=
    Matrix.mem_unitaryGroup_iff'.mp h.eigenvectorUnitary.2
  have hinv : (eigenframe h)⁻¹ = (eigenframe h)ᴴ := Matrix.inv_eq_left_inv hU
  have h1 : (-(β : ℂ)) • H = eigenframe h *
      diagonal ((-(β : ℂ)) • fun i => (h.eigenvalues i : ℂ)) * (eigenframe h)⁻¹ := by
    rw [hinv, diagonal_smul, Matrix.mul_smul, Matrix.smul_mul]
    exact congrArg _ (inEigenbasis_eigenvalues h).symm
  rw [boltzmann, h1, Matrix.exp_conj _ _ (Matrix.isUnit_of_left_inverse hU),
    Matrix.exp_diagonal, hinv, inEigenbasis]
  congr 3
  funext i
  rw [Pi.exp_apply, ← Complex.exp_eq_exp_ℂ, Complex.ofReal_exp]
  congr 1
  simp

end

end JarzynskiOpenSystem
```

Compiling this gives:

```
Main.lean:39:42: error(lean.unknownIdentifier): Unknown constant `Matrix.isUnit_of_left_inverse`
Main.lean:31:93: error: unsolved goals
n : Type u_1
inst✝¹ : Fintype n
inst✝ : DecidableEq n
H : Matrix n n ℂ
β : ℝ
h : H.IsHermitian
hU : (eigenframe h)ᴴ * eigenframe h = 1
hinv : (eigenframe h)⁻¹ = (eigenframe h)ᴴ
h1 : -↑β • H = eigenframe h * diagonal (-↑β • fun i => ↑(h.eigenvalues i)) * (eigenframe h)⁻¹
⊢ NormedSpace.exp (eigenframe h * diagonal (-↑β • fun i => ↑(h.eigenvalues i)) * (eigenframe h)⁻¹) =
    inEigenbasis h fun i => ↑(Real.exp (-β * h.eigenvalues i))
```

Fix (accepted with no message):

```diff
@@ -37,9 +37,16 @@
     rw [hinv, diagonal_smul, Matrix.mul_smul, Matrix.smul_mul]
     exact congrArg _ (inEigenbasis_eigenvalues h).symm
-  rw [boltzmann, h1, Matrix.exp_conj _ _ (Matrix.isUnit_of_left_inverse hU),
+  have hunit : IsUnit (eigenframe h) :=
+    (Matrix.isUnit_iff_isUnit_det _).mpr (Matrix.isUnit_det_of_left_inverse hU)
+  rw [boltzmann, h1, Matrix.exp_conj _ _ hunit,
     Matrix.exp_diagonal, hinv, inEigenbasis]
   congr 3
   funext i
-  rw [Pi.exp_apply, ← Complex.exp_eq_exp_ℂ, Complex.ofReal_exp]
+  -- the exponential of a tuple acts entry by entry
+  have hexp : ∀ v : n → ℂ, NormedSpace.exp v i = NormedSpace.exp (v i) := by
+    intro v
+    exact NormedSpace.map_exp (Pi.evalRingHom (fun _ : n => ℂ) i) (continuous_apply i) v
+  refine (hexp _).trans ?_
+  rw [← Complex.exp_eq_exp_ℂ, Complex.ofReal_exp]
   congr 1
   simp
```

What went wrong. The first message says that `Matrix.isUnit_of_left_inverse` does not exist. `Matrix.exp_conj` needs a proof that `eigenframe h` is invertible, and that name was meant to supply it. The second message follows from the first: the rewrite stopped after `boltzmann` and `h1`, leaving the exponential of the conjugated matrix as an unsolved goal.

The repair proves the invertibility separately, as `hunit`. From `hU`, `Matrix.isUnit_det_of_left_inverse` shows that the determinant is a unit, and `Matrix.isUnit_iff_isUnit_det` carries this over to the matrix. `Matrix.exp_conj` can then be applied.

The diff also replaces the rewrite by `Pi.exp_apply`. Lean never reached that line, so the messages do not show whether it would have worked. The new `hexp` proves the fact needed there, that the exponential of a tuple is taken entry by entry, by applying `NormedSpace.map_exp` to evaluation at `i`, which is a continuous ring homomorphism.
